# An invertible complex matrix has spectral condition number one exactly when it is a positive multiple of a unitary matrix

Solve \(Ax=b\) for an invertible matrix \(A\) and a nonzero vector \(b\), and perturb \(b\) by \(\delta b\). The solution moves by \(\delta x=A^{-1}\delta b\), and
\[ \frac{\|\delta x\|}{\|x\|}\le \kappa(A)\,\frac{\|\delta b\|}{\|b\|},\qquad \kappa(A)=\|A\|\,\|A^{-1}\| . \]
Without a criterion for \(\kappa=1\), plausible substitutes mislead. The shear \(\begin{pmatrix}1&1\\0&1\end{pmatrix}\) has determinant one and both eigenvalues equal to one, yet \(\kappa=(3+\sqrt5)/2\). Two normalised functions with real overlap \(s\), \(|s|<1\), have the overlap matrix \(\begin{pmatrix}1&s\\s&1\end{pmatrix}\) with \(\kappa=(1+|s|)/(1-|s|)\), so normalisation alone does not ensure \(\kappa=1\). The criterion is this: for an invertible complex \(n\times n\) matrix with \(n\ge1\), in the Euclidean operator norm, \(\kappa(A)=1\) if and only if \(A=cU\) with \(c>0\) real and \(U\) unitary. The error bound and the small examples in this note are ordinary arithmetic given for orientation; only the displayed theorems are machine-checked.

## Euclidean length in finite dimension

Vectors have \(n\) complex components and length \(\|x\|=(\sum_i|x_i|^2)^{1/2}\), the norm of a state expanded in an orthonormal basis. In Lean `n` is the finite set of indices and not their number. `op A` is the map \(x\mapsto Ax\) on `EuclideanSpace ℂ n`, and `opNorm A` is the smallest number \(\|A\|\ge0\) with \(\|Ax\|\le\|A\|\,\|x\|\) for all \(x\).

```lean
import Mathlib

open Matrix
open scoped ComplexOrder

namespace PerfectConditioning

noncomputable section

variable {n : Type*} [Fintype n] [DecidableEq n]

/-- The action `x ↦ A x` of a complex square matrix on Euclidean space. -/
def op (A : Matrix n n ℂ) : EuclideanSpace ℂ n →L[ℂ] EuclideanSpace ℂ n :=
  toEuclideanCLM (n := n) (𝕜 := ℂ) A

/-- The Euclidean operator norm `‖A‖` of a matrix. -/
def opNorm (A : Matrix n n ℂ) : ℝ := ‖op A‖
```

The derivation needs the Euclidean norm because it writes \(\|Ax\|^2\) as an inner product and moves \(A\) across as \(A^\dagger\), written `Aᴴ` in the code. The proof gets this from `toEuclideanCLM`, which respects products, scalars and adjoints (`map_mul`, `map_smul`, `map_star`) and is injective. In another norm the statement can fail. With the maximum row sum as norm, the unitary matrix \(W=2^{-1/2}\begin{pmatrix}1&1\\1&-1\end{pmatrix}\) equals its own inverse, has norm \(\sqrt2\), and so has condition number 2.

The condition number takes an element of `(Matrix n n ℂ)ˣ`, a matrix `A.val` packaged with a two-sided inverse `(A⁻¹).val`.

```lean
/-- The condition number `κ(A) = ‖A‖ ‖A⁻¹‖` of an invertible matrix. -/
def cond (A : (Matrix n n ℂ)ˣ) : ℝ := opNorm A.val * opNorm (A⁻¹).val
```

## At least one basis vector

`Nonempty n` says \(n\ge1\): there is a unit vector \(e_i\) to test on. Say that \(A\) stretches uniformly by \(c\ge0\) if \(\|Ax\|=c\|x\|\) for all \(x\). Then \(\|A\|\le c\) by definition of the norm, and \(c=\|Ae_i\|\le\|A\|\,\|e_i\|=\|A\|\), so \(\|A\|=c\). The proof has the same two halves under `le_antisymm`: `opNorm_le_bound` for the first, and `le_opNorm` applied to `EuclideanSpace.single i (1 : ℂ)` for the second.

```lean
/-- For a nonempty index set, a matrix that multiplies the length of every vector by `c ≥ 0` has
operator norm `c`. -/
theorem opNorm_eq_of_uniform [Nonempty n] (A : Matrix n n ℂ) {c : ℝ} (hc : 0 ≤ c)
    (h : ∀ x, ‖op A x‖ = c * ‖x‖) : opNorm A = c := by
  apply le_antisymm
  · exact ContinuousLinearMap.opNorm_le_bound _ hc fun x => (h x).le
  · -- test on a unit basis vector
    obtain ⟨i⟩ := ‹Nonempty n›
    have hx : ‖(EuclideanSpace.single i (1 : ℂ) : EuclideanSpace ℂ n)‖ = 1 := by simp
    have h1 := (op A).le_opNorm (EuclideanSpace.single i (1 : ℂ))
    rw [h, hx, mul_one, mul_one] at h1
    exact h1
```

For \(n=0\) the only vector is zero, every operator norm is zero, and \(\kappa=0\), although the empty matrix is invertible and unitary. For \(n=1\) the main result reads \(a=|a|\,e^{i\varphi}\): every nonzero number \(a\), of phase \(\varphi\), has \(\kappa=1\).

## Complex scalars and a non-negative stretching factor

Uniform stretching by \(c\ge0\) is equivalent to \(A^\dagger A=c^2\mathbb 1\), with \(\mathbb 1\) the identity matrix: the columns of \(A\) are orthogonal and all have length \(c\). With the inner product antilinear in its first slot, as for `inner ℂ` and for bras,
\[ \langle A^\dagger Ax,x\rangle=\|Ax\|^2,\qquad \langle c^2x,x\rangle=(c\|x\|)^2 . \]
If \(A\) stretches uniformly, \(T=A^\dagger A-c^2\mathbb 1\) has \(\langle Tx,x\rangle=0\) for all \(x\). Inserting \(x+y\) for a second vector \(y\) gives \(\langle Tx,y\rangle+\langle Ty,x\rangle=0\), and inserting \(x+iy\) gives \(i\langle Tx,y\rangle-i\langle Ty,x\rangle=0\). Together these force \(\langle Tx,y\rangle=0\) for all \(x,y\), so \(T=0\): a complex operator is fixed by its expectation values. Conversely, \(T=0\) gives \(\|Ax\|^2=(c\|x\|)^2\), and \(c\ge0\) permits the square root.

```lean
/-- For `c ≥ 0`, a matrix multiplies the length of every vector by `c` exactly when
`Aᴴ A = c² 1`. -/
theorem uniform_iff_gram (A : Matrix n n ℂ) {c : ℝ} (hc : 0 ≤ c) :
    (∀ x, ‖op A x‖ = c * ‖x‖) ↔ Aᴴ * A = ((c ^ 2 : ℝ) : ℂ) • (1 : Matrix n n ℂ) := by
  have hs : ∀ y : EuclideanSpace ℂ n, inner ℂ y y = ((‖y‖ ^ 2 : ℝ) : ℂ) := fun y =>
    (inner_self_eq_norm_sq_to_K (𝕜 := ℂ) y).trans (Complex.ofReal_pow ‖y‖ 2).symm
  -- quadratic form of the Gram matrix
  have h1 : ∀ x, inner ℂ (op (Aᴴ * A) x) x = ((‖op A x‖ ^ 2 : ℝ) : ℂ) := by
    intro x
    have e : op (Aᴴ * A) = star (op A) * op A := by
      unfold op
      rw [← Matrix.star_eq_conjTranspose, map_mul, map_star]
    rw [e]
    change inner ℂ (ContinuousLinearMap.adjoint (op A) (op A x)) x = _
    rw [ContinuousLinearMap.adjoint_inner_left, hs]
  -- quadratic form of the scaled identity
  have h2 : ∀ x, inner ℂ (op (((c ^ 2 : ℝ) : ℂ) • (1 : Matrix n n ℂ)) x) x
      = (((c * ‖x‖) ^ 2 : ℝ) : ℂ) := by
    intro x
    have e : op (((c ^ 2 : ℝ) : ℂ) • (1 : Matrix n n ℂ)) x = ((c ^ 2 : ℝ) : ℂ) • x := by
      unfold op
      rw [map_smul, map_one]
      rfl
    rw [e, inner_smul_left, Complex.conj_ofReal, hs]
    push_cast
    ring
  constructor
  · intro h
    -- a complex operator is determined by its quadratic form
    have e := (ext_inner_map (op (Aᴴ * A)).toLinearMap
      (op (((c ^ 2 : ℝ) : ℂ) • (1 : Matrix n n ℂ))).toLinearMap).1 fun x => by
        change inner ℂ (op (Aᴴ * A) x) x
          = inner ℂ (op (((c ^ 2 : ℝ) : ℂ) • (1 : Matrix n n ℂ)) x) x
        rw [h1, h2, h]
    have e' : op (Aᴴ * A) = op (((c ^ 2 : ℝ) : ℂ) • (1 : Matrix n n ℂ)) :=
      ContinuousLinearMap.ext fun x => LinearMap.congr_fun e x
    exact (toEuclideanCLM (n := n) (𝕜 := ℂ)).injective e'
  · intro h x
    have e := h1 x
    rw [h, h2] at e
    have e' := Complex.ofReal_injective e
    exact ((sq_eq_sq₀ (mul_nonneg hc (norm_nonneg _)) (norm_nonneg _)).1 e').symm
```

Here `h1` and `h2` are the two displayed identities, `ext_inner_map` is the argument with \(x+y\) and \(x+iy\), and `hc` enters only at the end, in `sq_eq_sq₀`. For \(c=-1\) and \(A=\mathbb 1\) the matrix equation holds while \(\|x\|=-\|x\|\) fails for \(x\ne0\). Over the reals the argument as written breaks: a rotation of the plane by a right angle has \(\langle Tx,x\rangle=0\) everywhere. A real derivation can use the symmetry of \(T\) in place of the vector \(x+iy\); the theorems treat real matrices only as complex ones.

## Invertibility

An invertible \(A\) sends no nonzero vector to zero, so \(Ax=b\) has one solution. The derivation uses it through \(x=A^{-1}Ax\), which yields
\[ \|x\|\le\|A^{-1}\|\,\|Ax\| . \tag{1} \]
`op_inv_apply` is the identity \(A^{-1}Ax=x\), obtained from `Units.inv_mul`.

```lean
/-- Applying `A` and then `A⁻¹` returns the vector. -/
theorem op_inv_apply (A : (Matrix n n ℂ)ˣ) (x : EuclideanSpace ℂ n) :
    op (A⁻¹).val (op A.val x) = x := by
  have e : op (A⁻¹).val * op A.val = 1 := by
    unfold op
    rw [← map_mul, Units.inv_mul, map_one]
  exact DFunLike.congr_fun e x
```

For \(x=e_i\), inequality (1) gives \(1\le\|A^{-1}\|\,\|Ae_i\|\le\|A^{-1}\|\,\|A\|\). In the proof these steps are `h1` and `h3`. The later theorems do not call this bound; it shows that the value one is the lowest possible.

```lean
/-- For a nonempty index set, the condition number of an invertible matrix is at least one. -/
theorem one_le_cond [Nonempty n] (A : (Matrix n n ℂ)ˣ) : 1 ≤ cond A := by
  obtain ⟨i⟩ := ‹Nonempty n›
  have hx : ‖(EuclideanSpace.single i (1 : ℂ) : EuclideanSpace ℂ n)‖ = 1 := by simp
  have h1 := (op (A⁻¹).val).le_opNorm (op A.val (EuclideanSpace.single i (1 : ℂ)))
  have h2 := (op A.val).le_opNorm (EuclideanSpace.single i (1 : ℂ))
  rw [op_inv_apply, hx] at h1
  rw [hx, mul_one] at h2
  have h3 := mul_le_mul_of_nonneg_left h2 (norm_nonneg (op (A⁻¹).val))
  unfold cond opNorm
  linarith
```

Suppose \(\kappa(A)=1\). Then \(\|A\|>0\), since otherwise the product would vanish. Multiplying (1) by \(\|A\|\) gives \(\|A\|\,\|x\|\le\|Ax\|\), and the reverse inequality always holds, so \(A\) stretches uniformly by \(c=\|A\|\). Conversely, let \(A\) stretch uniformly by \(c>0\). For any \(y\), \(\|y\|=\|AA^{-1}y\|=c\,\|A^{-1}y\|\), so \(A^{-1}\) stretches uniformly by \(1/c\). The two norms are \(c\) and \(1/c\), and their product is one.

```lean
/-- For a nonempty index set, the condition number is one exactly when the matrix multiplies the
length of every vector by one and the same positive factor. -/
theorem cond_eq_one_iff_uniform [Nonempty n] (A : (Matrix n n ℂ)ˣ) :
    cond A = 1 ↔ ∃ c : ℝ, 0 < c ∧ ∀ x, ‖op A.val x‖ = c * ‖x‖ := by
  constructor
  · intro h
    unfold cond opNorm at h
    have ha : 0 < ‖op A.val‖ := by
      rcases (norm_nonneg (op A.val)).eq_or_lt with h0 | h0
      · rw [← h0, zero_mul] at h
        exact absurd h zero_ne_one
      · exact h0
    refine ⟨‖op A.val‖, ha, fun x => le_antisymm ((op A.val).le_opNorm x) ?_⟩
    -- ‖x‖ ≤ ‖A⁻¹‖ ‖A x‖, multiplied by ‖A‖
    have h1 := (op (A⁻¹).val).le_opNorm (op A.val x)
    rw [op_inv_apply] at h1
    have h2 := mul_le_mul_of_nonneg_left h1 ha.le
    rwa [← mul_assoc, h, one_mul] at h2
  · rintro ⟨c, hc, h⟩
    -- the inverse scales lengths by 1 / c
    have hinv : ∀ y, ‖op (A⁻¹).val y‖ = c⁻¹ * ‖y‖ := by
      intro y
      have e := op_inv_apply A⁻¹ y
      rw [inv_inv] at e
      have h1 := h (op (A⁻¹).val y)
      rw [e] at h1
      rw [h1, ← mul_assoc, inv_mul_cancel₀ hc.ne', one_mul]
    unfold cond
    rw [opNorm_eq_of_uniform _ hc.le h, opNorm_eq_of_uniform _ (inv_pos.2 hc).le hinv,
      mul_inv_cancel₀ hc.ne']
```

In the first direction `ha` is positivity, `h1` is (1) and `h2` is (1) multiplied by \(\|A\|\). In the second, `hinv` is the stretching by \(1/c\), found by applying `op_inv_apply` to `A⁻¹`, and `opNorm_eq_of_uniform` is used twice, which is where \(n\ge1\) returns. If invertibility is given up and \(A^{-1}\) is replaced by the pseudo-inverse, the projector \(P=\mathrm{diag}(1,0)\) is its own pseudo-inverse with \(\|P\|\,\|P\|=1\), and it is no multiple of a unitary matrix.

## The positive factor and the unitary matrix

If \(\kappa(A)=1\), then \(A^\dagger A=c^2\mathbb 1\) with \(c>0\), so \(U=A/c\) obeys \(U^\dagger U=c^{-2}c^2\mathbb 1=\mathbb 1\). If \(A=cU\) with \(c>0\), then \(A^\dagger A=c^2U^\dagger U=c^2\mathbb 1\), which gives uniform stretching and \(\kappa=1\).

```lean
/-- For a nonempty index set, an invertible matrix has `‖A‖ ‖A⁻¹‖ = 1` if and only if it is a
positive real multiple of a unitary matrix. -/
theorem cond_eq_one_iff_smul_unitary [Nonempty n] (A : (Matrix n n ℂ)ˣ) :
    cond A = 1 ↔ ∃ c : ℝ, 0 < c ∧ ∃ U ∈ unitaryGroup n ℂ, A.val = (c : ℂ) • U := by
  have hstar : ∀ r : ℝ, star (r : ℂ) = (r : ℂ) := fun r => Complex.conj_ofReal r
  rw [cond_eq_one_iff_uniform]
  constructor
  · rintro ⟨c, hc, h⟩
    have hg := (uniform_iff_gram _ hc.le).1 h
    have hc' : (c : ℂ) ≠ 0 := Complex.ofReal_ne_zero.2 hc.ne'
    -- A / c is unitary
    refine ⟨c, hc, ((c⁻¹ : ℝ) : ℂ) • A.val, ?_, ?_⟩
    · have e : ((c⁻¹ : ℝ) : ℂ) * (((c⁻¹ : ℝ) : ℂ) * ((c ^ 2 : ℝ) : ℂ)) = 1 := by
        push_cast
        field_simp
      rw [mem_unitaryGroup_iff', Matrix.star_eq_conjTranspose, conjTranspose_smul, hstar,
        smul_mul_assoc, mul_smul_comm, hg, smul_smul, smul_smul, mul_assoc, e, one_smul]
    · rw [smul_smul, Complex.ofReal_inv, mul_inv_cancel₀ hc', one_smul]
  · rintro ⟨c, hc, U, hU, h⟩
    refine ⟨c, hc, (uniform_iff_gram _ hc.le).2 ?_⟩
    rw [mem_unitaryGroup_iff', Matrix.star_eq_conjTranspose] at hU
    rw [h, conjTranspose_smul, hstar, smul_mul_assoc, mul_smul_comm, hU, smul_smul,
      Complex.ofReal_pow, sq]
```

In words: for every invertible complex square matrix with at least one index, `cond A = 1` holds if and only if there are a real \(c>0\) and a matrix `U ∈ unitaryGroup n ℂ` with \(A=cU\). The number \(c\) is an overall scale, such as a change of units, to which \(\kappa\) is blind. Taking it positive fixes a convention, since any sign or phase can be moved into \(U\), and \(c=0\) is incompatible with invertibility. The proof chains the two earlier equivalences and offers \(c^{-1}A\) as the unitary factor. `mem_unitaryGroup_iff'` reduces unitarity to the single equation \(U^\dagger U=\mathbb 1\), which suffices for finite square matrices, and `hstar` records that a real factor is unchanged by conjugation. The statement concerns exact equality in exact arithmetic. It gives no estimate of how close to a positive multiple of a unitary matrix a matrix with \(\kappa\) near one must be, and it covers neither rectangular matrices nor rounding.

## Positive definiteness

`S.val.PosDef` means that \(S\) is Hermitian and \(x^\dagger Sx>0\) for \(x\ne0\); `ComplexOrder` reads this as real and positive. For an overlap matrix \(S_{ij}=\langle\phi_i|\phi_j\rangle\) of basis functions \(\phi_i\), one has \(x^\dagger Sx=\|\sum_jx_j\phi_j\|^2\), so the condition stands for linear independence. It is assumed of \(S\); no basis functions appear in the code.

The two parts are used separately. Hermiticity turns \(S^\dagger S=c^2\mathbb 1\) into \(S^2=c^2\mathbb 1\), that is
\[ (S+c\mathbb 1)(S-c\mathbb 1)=0 . \]
Positivity makes \(S+c\mathbb 1\) positive definite and hence invertible, so \(S=c\mathbb 1\). The converse is the main theorem with \(U=\mathbb 1\).

```lean
/-- For a nonempty index set, a positive definite matrix has condition number one if and only if it
is a positive multiple of the identity. -/
theorem posDef_cond_eq_one_iff [Nonempty n] (S : (Matrix n n ℂ)ˣ) (hS : S.val.PosDef) :
    cond S = 1 ↔ ∃ c : ℝ, 0 < c ∧ S.val = (c : ℂ) • (1 : Matrix n n ℂ) := by
  constructor
  · intro h
    obtain ⟨c, hc, h⟩ := (cond_eq_one_iff_uniform S).1 h
    have hg := (uniform_iff_gram _ hc.le).1 h
    rw [hS.isHermitian.eq, Complex.ofReal_pow] at hg
    -- (S + c)(S - c) = 0 with S + c positive definite, hence invertible
    have hc0 : (0 : ℂ) ≤ (c : ℂ) := Complex.zero_le_real.2 hc.le
    have hp : (S.val + (c : ℂ) • (1 : Matrix n n ℂ)).PosDef :=
      hS.add_posSemidef (PosSemidef.one.smul hc0)
    have e : (S.val + (c : ℂ) • (1 : Matrix n n ℂ)) * (S.val - (c : ℂ) • (1 : Matrix n n ℂ))
        = 0 := by
      rw [add_mul, mul_sub, mul_sub, hg]
      simp only [smul_mul_assoc, mul_smul_comm, one_mul, mul_one, smul_smul]
      module
    exact ⟨c, hc, sub_eq_zero.1 (hp.isUnit.mul_right_eq_zero.1 e)⟩
  · rintro ⟨c, hc, h⟩
    exact (cond_eq_one_iff_smul_unitary S).2 ⟨c, hc, 1, one_mem _, h⟩
```

The rewrite with `hS.isHermitian.eq` is the first use, `hp` the second, `e` is the factorisation, and `hp.isUnit.mul_right_eq_zero` cancels the invertible factor. Without positivity, \(\mathrm{diag}(1,-1)\) is Hermitian and unitary, has \(\kappa=1\), and makes \(S+\mathbb 1\) singular. Over the complex numbers hermiticity is not independent of positivity in this sense: if \(x^\dagger Sx\) is real for every \(x\), then \(x^\dagger(S-S^\dagger)x=0\) for every \(x\), and the argument with \(x+y\) and \(x+iy\) gives \(S=S^\dagger\). It does matter if positivity is weakened to \(\operatorname{Re}x^\dagger Sx>0\): the non-Hermitian matrix \(\begin{pmatrix}1&1\\-1&1\end{pmatrix}\) has \(\operatorname{Re}x^\dagger Sx=\|x\|^2\) and is \(\sqrt2\) times a rotation, so \(\kappa=1\) even with a unit diagonal.

## Unit diagonal

The hypothesis `hd` says \(S_{ii}=1\) for every index \(i\): each basis function is normalised. From \(S=c\mathbb 1\), one diagonal entry gives \(c=1\), so \(S=\mathbb 1\); conversely \(\mathbb 1\) has the required form with \(c=1\). The proof draws an index from `Nonempty n` and reads `hd i` as `hc`. Without normalisation, \(S=2\cdot\mathbb 1\) has \(\kappa=1\): the functions are orthogonal with a common length \(\sqrt2\).

In an electronic-structure calculation with a finite, linearly independent, normalised basis, the overlap matrix enters the generalised eigenvalue problem \(Hv=\varepsilon Sv\) for a Hamiltonian matrix \(H\), coefficient vector \(v\) and energy \(\varepsilon\). For such a finite basis, any nonzero overlap between two different functions makes \(\kappa(S)>1\), and \(\kappa(S)=1\) singles out the orthonormal case.

```lean
/-- For a nonempty index set, a positive definite matrix with unit diagonal has condition number one
if and only if it is the identity. -/
theorem overlap_cond_eq_one_iff [Nonempty n] (S : (Matrix n n ℂ)ˣ) (hS : S.val.PosDef)
    (hd : ∀ i, S.val i i = 1) : cond S = 1 ↔ S.val = 1 := by
  rw [posDef_cond_eq_one_iff S hS]
  constructor
  · rintro ⟨c, _, h⟩
    obtain ⟨i⟩ := ‹Nonempty n›
    have hc : (c : ℂ) = 1 := by simpa [h] using hd i
    rw [h, hc, one_smul]
  · intro h
    exact ⟨1, one_pos, by rw [h, Complex.ofReal_one, one_smul]⟩

end

end PerfectConditioning
```

```lean
#print axioms PerfectConditioning.one_le_cond
#print axioms PerfectConditioning.cond_eq_one_iff_smul_unitary
#print axioms PerfectConditioning.overlap_cond_eq_one_iff
```

```
'PerfectConditioning.one_le_cond' depends on axioms: [propext, Classical.choice, Quot.sound]
'PerfectConditioning.cond_eq_one_iff_smul_unitary' depends on axioms: [propext, Classical.choice, Quot.sound]
'PerfectConditioning.overlap_cond_eq_one_iff' depends on axioms: [propext, Classical.choice, Quot.sound]
```
